# Zero-temperature polarisation of a resonant level: 1 − 2n = (2/π) arctan(e/G)

A spinless, non-interacting level with energy e, broadened to half-width G > 0 by a wide, flat band and filled up to Fermi energy zero, has the occupation

n = ∫_{w<0} (G/π) / ((w − e)² + G²) dw,

and its polarisation is

P = 1 − 2n = (2/π) arctan(e/G).

At the Toulouse point, the ohmic coupling strength α = 1/2, the spin-boson model with a large bath cutoff is represented by such a level. Here e is the bias, meaning the full energy difference between the two spin states without tunnelling, and G is proportional to the squared tunnelling amplitude divided by the cutoff, with a prefactor that depends on the shape of the cutoff. That mapping is taken as given here. The formula offers a closed-form check for numerical ground states of the biased spin-boson model, at this one coupling strength and in the large-cutoff limit, once G has been worked out for the bath in use or fitted at one non-zero bias.

## The level and its Fermi sea

```lean
import Mathlib

open Filter MeasureTheory
open scoped Real Topology

namespace ToulouseResonantLevel

noncomputable section
```

These lines load the Mathlib library and make the symbols π and 𝓝 (neighbourhoods, used for limits) available.

```lean
/-- Retarded Green's function `1 / (w - e + i G)` of a level with energy `e` and half-width `G`,
defined away from the point `w = e`, `G = 0`. -/
def green (e G w : ℝ) : ℂ := 1 / (((w - e : ℝ) : ℂ) + (G : ℂ) * Complex.I)
```

The arguments `e G w : ℝ` are real numbers and the value is complex:

g(w) = 1 / (w − e + iG).

This form is the physical input. A constant G describes a level coupled to a wide, flat band: an electron placed on it leaks away with amplitude decaying as exp(−Gt), in units with ħ = 1, and the band causes no energy shift.

```lean
/-- Spectral density of the level, `-Im / π` of its retarded Green's function,
defined away from the point `w = e`, `G = 0`. -/
def spectral (e G w : ℝ) : ℝ := -(green e G w).im / π
```

The spectral density is A(w) = −Im g(w) / π. It says how the level's single state is spread over energy.

```lean
/-- Zero-temperature occupation of the level: the spectral weight at energies below the
Fermi energy, which is set to zero. The half-width `G` is positive. -/
def occupation (e G : ℝ) : ℝ := ∫ w in Set.Iio (0 : ℝ), spectral e G w
```

`Set.Iio 0` is the open half-line w < 0, so this is n = ∫_{w<0} A(w) dw. The sharp edge at zero is the zero-temperature Fermi function.

```lean
/-- Polarisation `1 - 2 n` of the two-state system whose states are the empty and the filled
level, for half-width `G > 0`. -/
def polarisation (e G : ℝ) : ℝ := 1 - 2 * occupation e G
```

The empty level has probability 1 − n and the filled level n. Their difference is P = 1 − 2n, so P = +1 means empty. Which spin state is called "empty" is a sign convention of the mapping.

## From the Green's function to a Lorentzian

```lean
/-- The spectral density equals `(G / π) / ((w - e) ^ 2 + G ^ 2)`, which for `G > 0` is a Lorentzian
centred at the level energy. -/
theorem spectral_eq_lorentzian (e G w : ℝ) :
    spectral e G w = (G / π) / ((w - e) ^ 2 + G ^ 2) := by
  have h : (green e G w).im = -G / ((w - e) ^ 2 + G ^ 2) := by
    rw [green, one_div, Complex.inv_im, Complex.normSq_apply]
    simp [pow_two]
  rw [spectral, h]
  ring
```

A theorem in Lean is a statement after the colon and a proof after `:=`. By hand, multiply numerator and denominator by the complex conjugate:

g(w) = (w − e − iG) / ((w − e)² + G²)

Im g(w) = −G / ((w − e)² + G²)

A(w) = (G/π) / ((w − e)² + G²).

The proof establishes the middle line as `h` and then inserts it into the definition of A. No condition on G appears because Lean sets division by zero to zero, which makes both sides agree even at w = e, G = 0.

```lean
/-- For `G > 0` the spectral density depends on energy through the detuning in units of the
half-width. -/
theorem spectral_eq_scaled {G : ℝ} (hG : 0 < G) (e w : ℝ) :
    spectral e G w = 1 / (π * G) * (1 + ((w - e) / G) ^ 2)⁻¹ := by
  have key : 1 + ((w - e) / G) ^ 2 = ((w - e) ^ 2 + G ^ 2) / G ^ 2 := by
    rw [div_pow, add_div, div_self (pow_ne_zero 2 hG.ne'), add_comm]
  have hD : (w - e) ^ 2 + G ^ 2 ≠ 0 := by positivity
  rw [spectral_eq_lorentzian, key]
  field_simp
```

The hypothesis `hG : 0 < G` now enters. Dividing the denominator by G² gives

1 + ((w − e)/G)² = ((w − e)² + G²) / G²,

which is `key` in the proof, and therefore

A(w) = (1/(πG)) · 1 / (1 + ((w − e)/G)²).

This is the form whose integral is an arctangent.

```lean
/-- For `G > 0` the spectral density is integrable over all energies. -/
theorem integrable_spectral {G : ℝ} (hG : 0 < G) (e : ℝ) :
    Integrable (fun w => spectral e G w) := by
  have h := ((integrable_inv_one_add_sq.comp_div hG.ne').comp_sub_right e).const_mul
    (1 / (π * G))
  refine h.congr (Filter.Eventually.of_forall fun w => ?_)
  exact (spectral_eq_scaled hG e w).symm
```

A(w) is bounded and falls off as 1/w², so its integral over all energies converges. The proof starts from Mathlib's theorem that 1/(1 + x²) is integrable, then rescales by G, shifts by e and multiplies by 1/(πG).

## Integrating up to the Fermi energy

```lean
/-- For `G > 0` the integrated spectral density is `arctan ((w - e) / G) / π` up to a constant:
its derivative is the spectral density, and it runs from `-1/2` to `1/2`. -/
theorem integrated_spectral {G : ℝ} (hG : 0 < G) (e : ℝ) :
    (∀ w, HasDerivAt (fun x => Real.arctan ((x - e) / G) / π) (spectral e G w) w) ∧
    Tendsto (fun x => Real.arctan ((x - e) / G) / π) atBot (𝓝 (-(1 / 2))) ∧
    Tendsto (fun x => Real.arctan ((x - e) / G) / π) atTop (𝓝 (1 / 2)) := by
  have hpi : π ≠ 0 := Real.pi_ne_zero
  refine ⟨fun w => ?_, ?_, ?_⟩
  · have h := ((((hasDerivAt_id' w).sub_const e).div_const G).arctan).div_const π
    refine h.congr_deriv ?_
    rw [spectral_eq_scaled hG]
    ring
  · have hs : Tendsto (fun x : ℝ => x - e) atBot atBot := by
      simpa only [sub_eq_add_neg, id_eq] using
        tendsto_atBot_add_const_right atBot (-e) tendsto_id
    have h := ((Real.tendsto_arctan_atBot.mono_right nhdsWithin_le_nhds).comp
      (hs.atBot_div_const hG)).div_const π
    have hp : -(π / 2) / π = -(1 / 2) := by field_simp
    rw [hp] at h
    exact h
  · have hs : Tendsto (fun x : ℝ => x - e) atTop atTop := by
      simpa only [sub_eq_add_neg, id_eq] using
        tendsto_atTop_add_const_right atTop (-e) tendsto_id
    have h := ((Real.tendsto_arctan_atTop.mono_right nhdsWithin_le_nhds).comp
      (hs.atTop_div_const hG)).div_const π
    have hp : π / 2 / π = 1 / 2 := by field_simp
    rw [hp] at h
    exact h
```

Define

F(w) = arctan((w − e)/G) / π.

The theorem makes three statements, joined by `∧` ("and"). `HasDerivAt` says that F has derivative A(w) at every w. By the chain rule,

F′(w) = (1/π) · (1/G) · 1 / (1 + ((w − e)/G)²) = A(w).

The two `Tendsto` statements give the limits at the ends of the energy axis, `atBot` for w → −∞ and `atTop` for w → +∞. Since G is positive, (w − e)/G runs to −∞ and +∞ there, the arctangent tends to −π/2 and π/2, and F tends to −1/2 and 1/2. The proof treats the three parts in this order.

```lean
/-- Sum rule: for `G > 0` the total spectral weight of the level is one. -/
theorem spectral_sum_rule {G : ℝ} (hG : 0 < G) (e : ℝ) :
    ∫ w, spectral e G w = 1 := by
  obtain ⟨hd, hbot, htop⟩ := integrated_spectral hG e
  rw [integral_of_hasDerivAt_of_tendsto hd (integrable_spectral hG e) hbot htop]
  norm_num
```

The total weight is the difference of the two limits:

∫ A(w) dw = 1/2 − (−1/2) = 1.

The broadened level still holds exactly one state.

```lean
/-- For `G > 0` the zero-temperature occupation is `1/2 - arctan (e / G) / π`. -/
theorem occupation_eq {G : ℝ} (hG : 0 < G) (e : ℝ) :
    occupation e G = 1 / 2 - Real.arctan (e / G) / π := by
  obtain ⟨hd, hbot, -⟩ := integrated_spectral hG e
  -- The Fermi energy itself carries no weight, so the end point may be included.
  have h := integral_Iic_of_hasDerivAt_of_tendsto' (a := (0 : ℝ)) (fun w _ => hd w)
    (integrable_spectral hG e).integrableOn hbot
  have hneg : (0 - e) / G = -(e / G) := by ring
  rw [occupation, ← integral_Iic_eq_integral_Iio, h, hneg, Real.arctan_neg]
  ring
```

For the occupation, stop at the Fermi energy instead:

n = F(0) − F(−∞) = arctan(−e/G)/π + 1/2 = 1/2 − arctan(e/G)/π.

The last step uses that the arctangent is odd, which is `Real.arctan_neg` in the proof. Mathlib's integration theorem covers w ≤ 0 while the definition has w < 0; a single point carries no weight, so the two integrals are equal.

```lean
/-- Zero-temperature polarisation of the resonant level with energy `e` and half-width `G > 0`:
`1 - 2 n = (2 / π) arctan (e / G)`. -/
theorem polarisation_eq {G : ℝ} (hG : 0 < G) (e : ℝ) :
    polarisation e G = 2 / π * Real.arctan (e / G) := by
  rw [polarisation, occupation_eq hG]
  ring
```

Inserting n gives the main formula:

P = 1 − 2(1/2 − arctan(e/G)/π) = (2/π) arctan(e/G).

It holds for every real e. At e = 0 the level is half filled and P = 0.

## Susceptibility, bias and the narrow level

```lean
/-- For `G > 0` the static susceptibility, the derivative of the polarisation with respect to
the level energy, is twice the spectral density at the Fermi energy. -/
theorem hasDerivAt_polarisation {G : ℝ} (hG : 0 < G) (e : ℝ) :
    HasDerivAt (fun x => polarisation x G) (2 * spectral e G 0) e := by
  have hf : (fun x => polarisation x G) = fun x => 2 / π * Real.arctan (x / G) :=
    funext fun x => polarisation_eq hG x
  rw [hf]
  have h := (((hasDerivAt_id' e).div_const G).arctan).const_mul (2 / π)
  refine h.congr_deriv ?_
  rw [spectral_eq_scaled hG]
  ring
```

Differentiating the formula with respect to e at fixed G gives

dP/de = (2/π) · G / (e² + G²) = 2A(0).

The static response to the bias is twice the spectral density at the Fermi energy. The proof first replaces P by the arctangent formula as a function of the level energy, then applies the chain rule.

```lean
/-- For `G > 0` the level energy is recovered from the polarisation `P` as
`e = G tan (π P / 2)`. -/
theorem energy_eq_tan_polarisation {G : ℝ} (hG : 0 < G) (e : ℝ) :
    e = G * Real.tan (π / 2 * polarisation e G) := by
  have hpi : π ≠ 0 := Real.pi_ne_zero
  have h : π / 2 * (2 / π * Real.arctan (e / G)) = Real.arctan (e / G) := by field_simp
  rw [polarisation_eq hG, h, Real.tan_arctan]
  field_simp
```

The formula can be inverted. Since πP/2 = arctan(e/G), taking the tangent of both sides gives

e = G tan(πP/2).

A known G and a measured or computed P thus fix the bias.

```lean
/-- At fixed level energy `e > 0` the polarisation tends to one as the half-width goes to zero
from above. -/
theorem tendsto_polarisation_narrow {e : ℝ} (he : 0 < e) :
    Tendsto (fun G => polarisation e G) (𝓝[>] 0) (𝓝 1) := by
  have hpi : π ≠ 0 := Real.pi_ne_zero
  -- The ratio of energy to half-width diverges, so the arctangent saturates.
  have hr : Tendsto (fun G : ℝ => e * G⁻¹) (𝓝[>] 0) atTop :=
    tendsto_inv_nhdsGT_zero.const_mul_atTop he
  have h := ((Real.tendsto_arctan_atTop.mono_right nhdsWithin_le_nhds).comp hr).const_mul
    (2 / π)
  have hp : 2 / π * (π / 2) = 1 := by field_simp
  rw [hp] at h
  refine h.congr' ?_
  filter_upwards [self_mem_nhdsWithin] with G hG
  rw [polarisation_eq hG, div_eq_mul_inv e G]
  rfl

end

end ToulouseResonantLevel
```

Here e > 0 is fixed, and `𝓝[>] 0` means that G approaches zero from above. Then e/G → +∞, the arctangent tends to π/2, and P → (2/π)(π/2) = 1: a sharp level above the Fermi sea is empty. The arctangent formula needs G > 0, and the `filter_upwards` step supplies exactly those values of G.

```lean
#print axioms ToulouseResonantLevel.polarisation_eq
-- 'ToulouseResonantLevel.polarisation_eq' depends on axioms: [propext, Classical.choice, Quot.sound]
#print axioms ToulouseResonantLevel.hasDerivAt_polarisation
-- 'ToulouseResonantLevel.hasDerivAt_polarisation' depends on axioms: [propext, Classical.choice, Quot.sound]
#print axioms ToulouseResonantLevel.energy_eq_tan_polarisation
-- 'ToulouseResonantLevel.energy_eq_tan_polarisation' depends on axioms: [propext, Classical.choice, Quot.sound]
#print axioms ToulouseResonantLevel.tendsto_polarisation_narrow
-- 'ToulouseResonantLevel.tendsto_polarisation_narrow' depends on axioms: [propext, Classical.choice, Quot.sound]
```

## The same integral on an energy grid

The occupation can also be computed by tabulating A(w) on an energy grid and summing it up to the Fermi energy with the midpoint rule. A grid spacing well below G keeps the discretisation error small. The sum starts at some lower end −W, and Lorentzian tails decay slowly. The weight missed below −W is

1/2 − arctan((W + e)/G)/π ≈ G/(πW) for W much larger than G and |e|.

This truncation makes the computed P too large by about 2G/(πW), which is 0.006 for W = 100G. If the grid is fine enough for the discretisation error to be much smaller than this, comparing 1 − 2n from the sum with `2 / π * Real.arctan (e / G)` shows the truncation error.
